# A gap g gives ⟨u,Xu⟩ ≥ (g/2) Σₓ (Xu)ₓ²/nₓ for independent particles on finitely many sites

Put one particle on two sites, labelled 0 and 1, with the Hamiltonian

\[
H=\begin{pmatrix} g/2 & -g/2\\ -g/2 & g/2\end{pmatrix},\qquad g>0 .
\]

The even orbital \((1,1)/\sqrt2\) has energy 0 and is occupied. The odd orbital \((1,-1)/\sqrt2\) has energy \(g\) and is empty. Each site has density \(1/2\).

Now move a density \(\delta\) from site 1 to site 0. The real normalised state of lowest energy with this density has amplitudes \(\sqrt{1/2+\delta}\) and \(\sqrt{1/2-\delta}\), and the expectation value of \(H\) is

\[
\frac g2-g\sqrt{\tfrac14-\delta^2}\;\approx\; g\,\delta^2 .
\]

The density can change only if some of the odd orbital is mixed in, and an admixture of weight \(p\) costs the energy \(pg\). In the dimer a larger gap therefore makes the density stiffer. With several orbitals the same mechanism gives an inequality, which the dimer satisfies with equality.

## From orbital changes to a bound on the curvature

Let \(\varphi_i\) be the occupied and \(\chi_a\) the empty orbitals, real functions on a finite set of sites, with energies \(e_i\) and \(\varepsilon_a\). The density is \(n_x=\sum_i\varphi_i(x)^2\), assumed positive at every site. For a site potential \(u\), write

\[
M_{ia}=\sum_x \chi_a(x)\,u_x\,\varphi_i(x),\qquad
X_{xy}=2\sum_{i,a}\frac{\varphi_i(x)\chi_a(x)\,\varphi_i(y)\chi_a(y)}{\varepsilon_a-e_i}.
\]

Multiplying \(X\) by \(u\) and carrying out the sum over \(y\) gives

\[
(Xu)_x=2\sum_i\varphi_i(x)\,\eta_i(x),\qquad
\eta_i(x)=\sum_a\frac{M_{ia}}{\varepsilon_a-e_i}\,\chi_a(x).
\]

By first-order perturbation theory \(\eta_i\) is the change of orbital \(i\), within the empty orbitals, caused by the potential \(-u\). Mixing among the occupied orbitals cancels in the density at first order, so \(Xu\) is the whole density change. The factor 2 comes from differentiating a square, not from spin. A further sum against \(u\) gives

\[
\langle u,Xu\rangle=2\sum_{i,a}\frac{M_{ia}^2}{\varepsilon_a-e_i}.
\]

**Claim.** If the empty orbitals are orthonormal and \(\varepsilon_a-e_i\ge g>0\) for all \(i,a\), then

\[
\frac g2\sum_x\frac{(Xu)_x^2}{n_x}\le\langle u,Xu\rangle .
\]

At each site, the Cauchy-Schwarz inequality over the occupied orbitals gives

\[
(Xu)_x^2\le 4\,n_x\sum_i\eta_i(x)^2,
\qquad\text{so}\qquad
\frac{(Xu)_x^2}{n_x}\le4\sum_i\eta_i(x)^2 .
\]

Write \(c_a=M_{ia}/(\varepsilon_a-e_i)\) for fixed \(i\). Orthonormality removes the sum over sites:

\[
\sum_x\eta_i(x)^2=\sum_{a,b}c_ac_b\langle\chi_a,\chi_b\rangle=\sum_a c_a^2 .
\]

The gap then replaces one of the two energy denominators:

\[
\frac g2\sum_x\frac{(Xu)_x^2}{n_x}
\le 2\sum_{i,a}\frac{g\,M_{ia}^2}{(\varepsilon_a-e_i)^2}
\le 2\sum_{i,a}\frac{M_{ia}^2}{\varepsilon_a-e_i}=\langle u,Xu\rangle .
\]

## Why ⟨u,Xu⟩ measures the stiffness of the kinetic functional

The non-interacting kinetic functional \(T_s\) is the Legendre transform of the ground-state energy as a function of the potential. To second order, a density change \(Xu\) raises it above its linear part by half the maximum over \(v\) of \(2\langle v,Xu\rangle-\langle v,Xv\rangle\). Since \(X\) is symmetric and its quadratic form is nonnegative,

\[
0\le\langle v-u,X(v-u)\rangle=\langle v,Xv\rangle-2\langle v,Xu\rangle+\langle u,Xu\rangle .
\]

The maximum is therefore \(\langle u,Xu\rangle\), reached at \(v=u\). The Lean code below treats these quadratic forms, while the expansion of \(T_s\) is the physical reading given to them.

For non-interacting particles on finitely many sites, an approximate functional for orbital-free calculations can be compared with this bound: starting from a ground state with gap \(g\), a density change \(\delta n=Xu\) should cost at least \(\frac g4\sum_x\delta n_x^2/n_x\) at second order. In the dimer this is \(g\delta^2\), the value found above.

## An empty orbital that is too long

Take the dimer again, with the potential \(u=(1,-1)\), but multiply the odd orbital by a factor \(\lambda\). Then \(M=\lambda\) and \(Xu=(\lambda^2/g,-\lambda^2/g)\), so that

\[
\frac g2\sum_x\frac{(Xu)_x^2}{n_x}=\frac{2\lambda^4}{g},\qquad
\langle u,Xu\rangle=\frac{2\lambda^2}{g}.
\]

The inequality fails as soon as \(\lambda^2>1\). The example shows that the norm of an empty orbital has to be limited.

## Sites, orbitals and the response matrix in Lean

The finite types `S`, `O` and `V` label the sites, the occupied orbitals and the empty orbitals.

```lean
import Mathlib

open Matrix

namespace GapStiffness

noncomputable section

variable {S O V : Type*} [Fintype S] [Fintype O] [Fintype V]
```

The density counts each occupied orbital once. With double occupation \(n\) and \(X\) both double, and so do both sides of the inequality.

```lean
/-- The site density: the sum of the squared amplitudes of the occupied orbitals `φ`. -/
def density (φ : O → S → ℝ) (x : S) : ℝ := ∑ i, φ i x ^ 2
```

The number \(M_{ia}\) is `coupling φ χ u i a`.

```lean
/-- The matrix element of the site potential `u` between occupied orbital `i` and
empty orbital `a`. -/
def coupling (φ : O → S → ℝ) (χ : V → S → ℝ) (u : S → ℝ) (i : O) (a : V) : ℝ :=
  ∑ x, χ a x * u x * φ i x
```

The matrix \(X\) is defined by its entries. Its sign is chosen so that \(Xu\) answers the potential \(-u\), which makes the quadratic form nonnegative when all empty levels lie above the occupied ones.

```lean
/-- The static response matrix `X` of independent particles, with the sign for which `Xu` answers
the potential `-u`, for empty energies `ε a` different from the occupied energies `e i`. -/
def response (φ : O → S → ℝ) (χ : V → S → ℝ) (e : O → ℝ) (ε : V → ℝ) : Matrix S S ℝ :=
  Matrix.of fun x y => 2 * ∑ i, ∑ a, (φ i x * χ a x) * (φ i y * χ a y) / (ε a - e i)
```

The orbital change \(\eta_i(x)\) is `orbitalShift φ χ e ε u i x`.

```lean
/-- The first-order change of occupied orbital `i` within the empty orbitals, caused by the
potential `-u`, for empty energies `ε a` different from `e i`. -/
def orbitalShift (φ : O → S → ℝ) (χ : V → S → ℝ) (e : O → ℝ) (ε : V → ℝ)
    (u : S → ℝ) (i : O) (x : S) : ℝ :=
  ∑ a, coupling φ χ u i a / (ε a - e i) * χ a x
```

No Hamiltonian appears in these definitions. The orbitals are arbitrary real functions and the energies arbitrary real numbers, and the general theorems need neither the eigenvector equations nor orthonormal occupied orbitals. \(X\) is the ground-state response of a system when the occupied and empty orbitals together form an orthonormal eigenbasis of one real symmetric Hamiltonian, with every occupied level below every empty one. Interactions, fractional occupations and complex orbitals lie beyond the model.

## The density change, the quadratic form and symmetry

The first theorem is the formula for \((Xu)_x\); `*ᵥ` is matrix times vector. The proof exchanges the finite sums until both sides have the same order, and `ring` compares the terms.

```lean
variable (φ : O → S → ℝ) (χ : V → S → ℝ) (e : O → ℝ) (ε : V → ℝ) (u : S → ℝ)


/-- The density change `Xu` is twice the sum of occupied orbitals times their changes within the
empty orbitals. -/
theorem response_mulVec (x : S) :
    (response φ χ e ε *ᵥ u) x = 2 * ∑ i, φ i x * orbitalShift φ χ e ε u i x := by
  simp only [Matrix.mulVec, dotProduct, response, Matrix.of_apply, orbitalShift, coupling,
    Finset.mul_sum, Finset.sum_mul, Finset.sum_div]
  refine Finset.sum_comm.trans (Finset.sum_congr rfl fun i _ =>
    Finset.sum_comm.trans (Finset.sum_congr rfl fun a _ =>
      Finset.sum_congr rfl fun y _ => ?_))
  ring
```

The next theorem gives \(\langle u,Xu\rangle\), with `⬝ᵥ` as the scalar product over sites. The auxiliary equation `h` writes one of the two factors \(M_{ia}\) as its sum over sites, so that the terms can be matched.

```lean
/-- The quadratic form of `X` is twice the sum of squared couplings over excitation
energies. -/
theorem response_quadratic :
    u ⬝ᵥ response φ χ e ε *ᵥ u = 2 * ∑ i, ∑ a, coupling φ χ u i a ^ 2 / (ε a - e i) := by
  simp only [dotProduct, response_mulVec, orbitalShift, Finset.mul_sum]
  refine Finset.sum_comm.trans (Finset.sum_congr rfl fun i _ =>
    Finset.sum_comm.trans (Finset.sum_congr rfl fun a _ => ?_))
  have h : 2 * (coupling φ χ u i a ^ 2 / (ε a - e i))
      = (2 * coupling φ χ u i a / (ε a - e i)) * ∑ x, χ a x * u x * φ i x := by
    change _ = _ * coupling φ χ u i a
    ring
  rw [h, Finset.mul_sum]
  refine Finset.sum_congr rfl fun x _ => ?_
  ring
```

Symmetry holds term by term, because exchanging \(x\) and \(y\) only reorders a product. These three identities carry no condition on the energies; since Lean sets division by zero to zero, they describe perturbation theory only where \(\varepsilon_a\ne e_i\).

```lean
omit [Fintype S] in
/-- The response matrix is symmetric. -/
theorem response_symm : (response φ χ e ε)ᵀ = response φ χ e ε := by
  ext x y
  simp only [Matrix.transpose_apply, response, Matrix.of_apply]
  congr 1
  refine Finset.sum_congr rfl fun i _ => Finset.sum_congr rfl fun a _ => ?_
  ring
```

## The maximum over potentials

`IsGreatest` says two things: the value \(\langle u,Xu\rangle\) is taken for some \(v\), and no \(v\) gives more. The first part uses \(v=u\). For the second, `h0` is the nonnegativity of the form at \(v-u\), `h1` is \(\langle u,Xv\rangle=\langle v,Xu\rangle\), and `linarith` combines them after the square has been expanded. The hypothesis here is only \(e_i<\varepsilon_a\) for every pair, without a common \(g\).

```lean
/-- If all empty levels lie above all occupied ones, `⟨u,Xu⟩` is the maximum over potentials `v` of
`2⟨v,Xu⟩ - ⟨v,Xv⟩`, which is twice the Legendre transform of `⟨v,Xv⟩/2` at `Xu`. -/
theorem curvature_isGreatest (h : ∀ i a, e i < ε a) :
    IsGreatest (Set.range fun v : S → ℝ =>
      2 * (v ⬝ᵥ response φ χ e ε *ᵥ u) - v ⬝ᵥ response φ χ e ε *ᵥ v)
      (u ⬝ᵥ response φ χ e ε *ᵥ u) := by
  refine ⟨⟨u, by dsimp only; ring⟩, ?_⟩
  rintro _ ⟨v, rfl⟩
  dsimp only
  -- the response form is nonnegative at `v - u`
  have h0 : 0 ≤ (v - u) ⬝ᵥ response φ χ e ε *ᵥ (v - u) := by
    rw [response_quadratic]
    exact mul_nonneg zero_le_two (Finset.sum_nonneg fun i _ => Finset.sum_nonneg fun a _ =>
      div_nonneg (sq_nonneg _) (sub_nonneg.2 (h i a).le))
  have h1 : u ⬝ᵥ response φ χ e ε *ᵥ v = v ⬝ᵥ response φ χ e ε *ᵥ u := by
    have h2 : u ᵥ* response φ χ e ε = response φ χ e ε *ᵥ u := by
      rw [← Matrix.vecMul_transpose, response_symm]
    rw [Matrix.dotProduct_mulVec, h2, dotProduct_comm]
  rw [Matrix.mulVec_sub, dotProduct_sub, sub_dotProduct, sub_dotProduct] at h0
  linarith
```

## The stiffness bound

Orthonormality enters through one lemma, which computes the squared norm of \(\sum_a c_a\chi_a\). The double sum over \(a\) and \(b\) contains the scalar products \(\langle\chi_a,\chi_b\rangle\), and the hypothesis `hχ` leaves only the diagonal.

```lean
/-- The squared norm of a combination of orthonormal orbitals is the sum of its squared
coefficients. -/
theorem norm_combination [DecidableEq V]
    (hχ : ∀ a b, χ a ⬝ᵥ χ b = if a = b then 1 else 0) (c : V → ℝ) :
    ∑ x, (∑ a, c a * χ a x) ^ 2 = ∑ a, c a ^ 2 := by
  have h : ∑ x, (∑ a, c a * χ a x) ^ 2 = ∑ a, ∑ b, c a * c b * (χ a ⬝ᵥ χ b) := by
    simp only [sq, Finset.sum_mul, dotProduct, Finset.mul_sum]
    refine Finset.sum_comm.trans (Finset.sum_congr rfl fun a _ =>
      Finset.sum_comm.trans (Finset.sum_congr rfl fun b _ =>
        Finset.sum_congr rfl fun x _ => ?_))
    ring
  rw [h]
  simp [hχ, sq]
```

In the main theorem the inverse density is a function `w` with \(n_xw_x=1\) at every site. As \(n_x\) is a sum of squares, this amounts to \(n_x>0\) and \(w_x=1/n_x\). The hypothesis `hgap` is the condition on all excitation energies.

The proof has the three steps of the derivation:

- `hsite` is the Cauchy-Schwarz bound at one site. It first shows that \(w_x\) is nonnegative, so that the inequality may be multiplied by it.
- `hsum` adds the sites and applies `norm_combination` to each occupied orbital.
- `hterm` writes \(M_{ia}^2/(\varepsilon_a-e_i)\) as \((\varepsilon_a-e_i)\) times the squared coefficient, and then uses \(g\le\varepsilon_a-e_i\).

```lean
/-- For orthonormal empty orbitals, excitation energies of at least `g > 0` and a density with
inverse `w` at every site, `⟨u,Xu⟩` is at least `g/2` times the sum of `(Xu)²/n`. -/
theorem gap_stiffens [DecidableEq V]
    (hχ : ∀ a b, χ a ⬝ᵥ χ b = if a = b then 1 else 0) {g : ℝ} (hg : 0 < g)
    (hgap : ∀ i a, g ≤ ε a - e i) (w : S → ℝ) (hw : ∀ x, density φ x * w x = 1) :
    g / 2 * ∑ x, w x * (response φ χ e ε *ᵥ u) x ^ 2 ≤ u ⬝ᵥ response φ χ e ε *ᵥ u := by
  -- Cauchy-Schwarz over the occupied orbitals at each site
  have hsite : ∀ x, w x * (response φ χ e ε *ᵥ u) x ^ 2
      ≤ 4 * ∑ i, orbitalShift φ χ e ε u i x ^ 2 := by
    intro x
    have hn : 0 ≤ density φ x := Finset.sum_nonneg fun i _ => sq_nonneg _
    have hw0 : 0 ≤ w x := by
      by_contra h
      nlinarith [mul_nonneg hn (neg_nonneg.2 (not_le.1 h).le), hw x]
    have hcs : (∑ i, φ i x * orbitalShift φ χ e ε u i x) ^ 2
        ≤ density φ x * ∑ i, orbitalShift φ χ e ε u i x ^ 2 :=
      Finset.sum_mul_sq_le_sq_mul_sq _ _ _
    have h1 := mul_le_mul_of_nonneg_left hcs hw0
    have h2 : w x * (density φ x * ∑ i, orbitalShift φ χ e ε u i x ^ 2)
        = ∑ i, orbitalShift φ χ e ε u i x ^ 2 := by
      linear_combination (∑ i, orbitalShift φ χ e ε u i x ^ 2) * hw x
    rw [response_mulVec]
    linarith
  -- orthonormality of the empty orbitals removes the site sum
  have hsum : ∑ x, w x * (response φ χ e ε *ᵥ u) x ^ 2
      ≤ 4 * ∑ i, ∑ a, (coupling φ χ u i a / (ε a - e i)) ^ 2 := by
    refine (Finset.sum_le_sum fun x _ => hsite x).trans (le_of_eq ?_)
    rw [← Finset.mul_sum, Finset.sum_comm]
    congr 1
    exact Finset.sum_congr rfl fun i _ => norm_combination χ hχ _
  -- the gap trades one energy denominator for `g`
  have hterm : g * ∑ i, ∑ a, (coupling φ χ u i a / (ε a - e i)) ^ 2
      ≤ ∑ i, ∑ a, coupling φ χ u i a ^ 2 / (ε a - e i) := by
    simp only [Finset.mul_sum]
    refine Finset.sum_le_sum fun i _ => Finset.sum_le_sum fun a _ => ?_
    have hd : ε a - e i ≠ 0 := (hg.trans_le (hgap i a)).ne'
    have h1 : coupling φ χ u i a ^ 2 / (ε a - e i)
        = (ε a - e i) * (coupling φ χ u i a / (ε a - e i)) ^ 2 := by
      field_simp
    rw [h1]
    exact mul_le_mul_of_nonneg_right (hgap i a) (sq_nonneg _)
  rw [response_quadratic]
  have h3 := mul_le_mul_of_nonneg_left hsum (half_pos hg).le
  linarith
```

## The dimer attains equality

The two orbitals of the opening example have a common amplitude `s`, with \(s^2=1/2\) required in the theorem that follows.

```lean
/-- The even orbital of a two-site dimer, with amplitude `s` on both sites. -/
def bond (s : ℝ) : Fin 1 → Fin 2 → ℝ := fun _ _ => s

/-- The odd orbital of a two-site dimer, with amplitudes `s` and `-s`. -/
def anti (s : ℝ) : Fin 1 → Fin 2 → ℝ := fun _ => ![s, -s]
```

The last theorem states that both orbitals are eigenvectors of \(H\), with energies 0 and \(g\), that the odd one is normalised, and that the inverse density is 2. For \(u=(1,-1)\) it evaluates both sides of the bound as \(2/g\), so the factor \(1/2\) in the general inequality is the largest possible.

In the proof, `hc` finds the coupling to be 1, and `hX0` and `hX1` give the density changes \(1/g\) and \(-1/g\). The eigenvector equations, the normalisation and the inverse density are checked directly, and the two sides of the bound follow from the arithmetic

\[
\frac g2\left(\frac2{g^2}+\frac2{g^2}\right)=\frac2g=\frac1g+\frac1g .
\]

```lean
/-- For `g > 0` and `s² = 1/2`, the dimer orbitals are eigenvectors with energies `0` and `g`,
the odd one is normalised, the inverse density is `2`, and for the potential `(1,-1)` both
sides of the stiffness bound equal `2/g`. -/
theorem gap_stiffens_witness {g s : ℝ} (hg : 0 < g) (hs : s ^ 2 = 1 / 2) :
    !![g / 2, -(g / 2); -(g / 2), g / 2] *ᵥ bond s 0 = (0 : ℝ) • bond s 0 ∧
    !![g / 2, -(g / 2); -(g / 2), g / 2] *ᵥ anti s 0 = g • anti s 0 ∧
    (∀ a b, anti s a ⬝ᵥ anti s b = if a = b then 1 else 0) ∧
    (∀ x, density (bond s) x * 2 = 1) ∧
    g / 2 * ∑ x, 2 * (response (bond s) (anti s) (fun _ => 0) (fun _ => g) *ᵥ ![1, -1]) x ^ 2
      = 2 / g ∧
    ![1, -1] ⬝ᵥ response (bond s) (anti s) (fun _ => 0) (fun _ => g) *ᵥ ![1, -1] = 2 / g := by
  have hc : ∀ i a, coupling (bond s) (anti s) ![1, -1] i a = 1 := by
    intro i a
    simp only [coupling, Fin.sum_univ_two]
    change s * 1 * s + (-s) * (-1) * s = 1
    linear_combination 2 * hs
  have hX : ∀ x, (response (bond s) (anti s) (fun _ => 0) (fun _ => g) *ᵥ ![1, -1]) x
      = 2 * (s * (1 / g * anti s 0 x)) := by
    intro x
    rw [response_mulVec]
    simp [orbitalShift, hc, bond]
  -- the density moves by `1/g` from one site to the other
  have hX0 : (response (bond s) (anti s) (fun _ => 0) (fun _ => g) *ᵥ ![1, -1]) 0 = 1 / g := by
    rw [hX]
    change 2 * (s * (1 / g * s)) = 1 / g
    linear_combination (2 / g) * hs
  have hX1 : (response (bond s) (anti s) (fun _ => 0) (fun _ => g) *ᵥ ![1, -1]) 1
      = -(1 / g) := by
    rw [hX]
    change 2 * (s * (1 / g * (-s))) = -(1 / g)
    linear_combination (-2 / g) * hs
  refine ⟨?_, ?_, ?_, ?_, ?_, ?_⟩
  · ext x
    fin_cases x <;> simp [bond, Matrix.mulVec, dotProduct, Fin.sum_univ_two]
  · ext x
    fin_cases x <;> simp [anti, Matrix.mulVec, dotProduct, Fin.sum_univ_two] <;> ring
  · intro a b
    rw [if_pos (Subsingleton.elim a b)]
    simp only [dotProduct, Fin.sum_univ_two]
    change s * s + (-s) * (-s) = 1
    linear_combination 2 * hs
  · intro x
    simp [density, bond, hs]
  · rw [Fin.sum_univ_two, hX0, hX1]
    have hgi : g * (1 / g) = 1 := mul_one_div_cancel hg.ne'
    linear_combination (2 * (1 / g)) * hgi
  · rw [dotProduct, Fin.sum_univ_two, hX0, hX1]
    change (1 : ℝ) * (1 / g) + (-1) * (-(1 / g)) = 2 / g
    ring

end

end GapStiffness
```

```lean
#print axioms GapStiffness.curvature_isGreatest
#print axioms GapStiffness.gap_stiffens
```

```
'GapStiffness.curvature_isGreatest' depends on axioms: [propext, Classical.choice, Quot.sound]
'GapStiffness.gap_stiffens' depends on axioms: [propext, Classical.choice, Quot.sound]
```
